# Zero connected quadruple amplitude in the ground state of two non-interacting two-level fragments, each with its reference coupled to its excited pair

Each fragment $X=A,B$ has a reference configuration 0 and a doubly excited configuration 1, with energies $0$ and $2D_X$ and a real coupling $K_X\neq0$ between them. A dimer state has real coefficients $c_{ij}$, written `v (i, j)` in Lean, where $i$ belongs to $A$ and $j$ to $B$.

```lean
import Mathlib

open Matrix
open scoped Kronecker

namespace CoupledClusterFragments

noncomputable section

/-- Hamiltonian of one fragment in the basis (reference, doubly excited pair), with coupling `K`
and excitation energy `2 * D`. -/
def fragment (K D : ℝ) : Matrix (Fin 2) (Fin 2) ℝ := !![0, K; K, 2 * D]

/-- Hamiltonian of two non-interacting fragments. -/
def dimer (KA DA KB DB : ℝ) : Matrix (Fin 2 × Fin 2) (Fin 2 × Fin 2) ℝ :=
  fragment KA DA ⊗ₖ (1 : Matrix (Fin 2) (Fin 2) ℝ) +
    (1 : Matrix (Fin 2) (Fin 2) ℝ) ⊗ₖ fragment KB DB

/-- The energy `D - √(D² + K²)` of a fragment. -/
def energy (K D : ℝ) : ℝ := D - √(D ^ 2 + K ^ 2)

/-- The pair amplitude `energy / K` of a fragment, for `K ≠ 0`. -/
def amplitude (K D : ℝ) : ℝ := energy K D / K

/-- The pair excitation of a fragment, taking the reference to the excited pair. -/
def excite : Matrix (Fin 2) (Fin 2) ℝ := !![0, 0; 1, 0]

/-- Cluster operator with pair amplitudes `a`, `b` on the two fragments and connected quadruple
amplitude `q`. -/
def cluster (a b q : ℝ) : Matrix (Fin 2 × Fin 2) (Fin 2 × Fin 2) ℝ :=
  a • (excite ⊗ₖ (1 : Matrix (Fin 2) (Fin 2) ℝ)) +
    b • ((1 : Matrix (Fin 2) (Fin 2) ℝ) ⊗ₖ excite) + q • (excite ⊗ₖ excite)

/-- The exponential ansatz: the exponential of the cluster operator applied to the reference. -/
def ccState (a b q : ℝ) : Fin 2 × Fin 2 → ℝ :=
  IsNilpotent.exp (cluster a b q) *ᵥ Pi.single (0, 0) 1

/-- Two states of the dimer agree when their four coefficients agree. -/
theorem state_ext {v w : Fin 2 × Fin 2 → ℝ} (h00 : v (0, 0) = w (0, 0))
    (h01 : v (0, 1) = w (0, 1)) (h10 : v (1, 0) = w (1, 0))
    (h11 : v (1, 1) = w (1, 1)) : v = w := by
  funext ⟨i, j⟩
  fin_cases i <;> fin_cases j
  exacts [h00, h01, h10, h11]

/-- The fragment energy is negative, and the vector `(1, amplitude)` solves the two rows of the
fragment's eigenvalue equation. -/
theorem fragment_ground {K : ℝ} (D : ℝ) (hK : K ≠ 0) :
    energy K D < 0 ∧ K * amplitude K D = energy K D ∧
      K + 2 * D * amplitude K D = energy K D * amplitude K D := by
  have hpos : 0 < K ^ 2 := by positivity
  have hs : √(D ^ 2 + K ^ 2) ^ 2 = D ^ 2 + K ^ 2 := Real.sq_sqrt (by positivity)
  have hneg : energy K D < 0 := by
    have h : D < √(D ^ 2 + K ^ 2) := Real.lt_sqrt_of_sq_lt (by linarith)
    unfold energy
    linarith
  -- the characteristic equation
  have hq : energy K D ^ 2 = 2 * D * energy K D + K ^ 2 := by
    unfold energy
    linear_combination hs
  have h1 : K * amplitude K D = energy K D := by
    unfold amplitude
    field_simp
  refine ⟨hneg, h1, mul_left_cancel₀ hK ?_⟩
  linear_combination (2 * D - energy K D) * h1 - hq

/-- Coefficients of the exponential ansatz: the one with both fragments excited is the connected
quadruple amplitude plus the product of the pair amplitudes. -/
theorem ccState_coeffs (a b q : ℝ) :
    ccState a b q (0, 0) = 1 ∧ ccState a b q (0, 1) = b ∧
      ccState a b q (1, 0) = a ∧ ccState a b q (1, 1) = q + a * b := by
  have hsq : cluster a b q ^ 2 = (2 * a * b) • (excite ⊗ₖ excite) := by
    rw [sq]
    ext ⟨i, j⟩ ⟨k, l⟩
    fin_cases i <;> fin_cases j <;> fin_cases k <;> fin_cases l <;>
      simp [cluster, excite, Matrix.mul_apply, Fintype.sum_prod_type, Matrix.one_apply]
    ring
  have hcube : cluster a b q ^ 3 = 0 := by
    rw [pow_succ, hsq]
    ext ⟨i, j⟩ ⟨k, l⟩
    fin_cases i <;> fin_cases j <;> fin_cases k <;> fin_cases l <;>
      simp [cluster, excite, Matrix.mul_apply, Fintype.sum_prod_type, Matrix.one_apply]
  -- the exponential series stops after the quadratic term
  rw [ccState, IsNilpotent.exp_eq_sum hcube]
  simp only [Finset.sum_range_succ, Finset.sum_range_zero, pow_zero, pow_one, hsq]
  refine ⟨?_, ?_, ?_, ?_⟩ <;>
    simp [cluster, excite, Rat.smul_def]
  ring

/-- The four coefficients of the dimer Hamiltonian applied to a state. -/
theorem dimer_coeffs (KA DA KB DB : ℝ) (v : Fin 2 × Fin 2 → ℝ) :
    (dimer KA DA KB DB *ᵥ v) (0, 0) = KB * v (0, 1) + KA * v (1, 0) ∧
    (dimer KA DA KB DB *ᵥ v) (0, 1) = KB * v (0, 0) + 2 * DB * v (0, 1) + KA * v (1, 1) ∧
    (dimer KA DA KB DB *ᵥ v) (1, 0) = KA * v (0, 0) + 2 * DA * v (1, 0) + KB * v (1, 1) ∧
    (dimer KA DA KB DB *ᵥ v) (1, 1) =
      KA * v (0, 1) + KB * v (1, 0) + (2 * DA + 2 * DB) * v (1, 1) := by
  refine ⟨?_, ?_, ?_, ?_⟩ <;>
    simp [dimer, fragment, Matrix.mulVec, dotProduct, Fintype.sum_prod_type,
      Matrix.one_apply] <;> ring

/-- For a real vector `v`, not necessarily normalised, the quadratic form of the dimer Hamiltonian
minus the sum of the fragment energies times `v ⬝ᵥ v` is a sum of four squares, each divided by
minus a fragment energy. -/
theorem excess_energy {KA KB : ℝ} (DA DB : ℝ) (hA : KA ≠ 0) (hB : KB ≠ 0)
    (v : Fin 2 × Fin 2 → ℝ) :
    v ⬝ᵥ (dimer KA DA KB DB *ᵥ v) - (energy KA DA + energy KB DB) * (v ⬝ᵥ v) =
      (energy KA DA * v (0, 0) - KA * v (1, 0)) ^ 2 / (-energy KA DA) +
      (energy KA DA * v (0, 1) - KA * v (1, 1)) ^ 2 / (-energy KA DA) +
      (energy KB DB * v (0, 0) - KB * v (0, 1)) ^ 2 / (-energy KB DB) +
      (energy KB DB * v (1, 0) - KB * v (1, 1)) ^ 2 / (-energy KB DB) := by
  -- completing the square in one fragment
  have key : ∀ K D x y : ℝ, K ≠ 0 →
      2 * K * x * y + 2 * D * y ^ 2 - energy K D * (x ^ 2 + y ^ 2) =
        (energy K D * x - K * y) ^ 2 / (-energy K D) := by
    intro K D x y hK
    obtain ⟨hn, h1, h2⟩ := fragment_ground D hK
    rw [eq_div_iff (neg_ne_zero.mpr hn.ne)]
    linear_combination y ^ 2 * ((2 * D - energy K D) * h1 - K * h2)
  obtain ⟨h00, h01, h10, h11⟩ := dimer_coeffs KA DA KB DB v
  rw [← key KA DA _ _ hA, ← key KA DA _ _ hA, ← key KB DB _ _ hB, ← key KB DB _ _ hB]
  simp only [dotProduct, Fintype.sum_prod_type, Fin.sum_univ_two, h00, h01, h10, h11]
  ring

/-- The exponential ansatz with the fragment amplitudes and no connected quadruple solves the
eigenvalue equation of the dimer at the sum of the fragment energies. -/
theorem dimer_ccState {KA KB : ℝ} (DA DB : ℝ) (hA : KA ≠ 0) (hB : KB ≠ 0) :
    dimer KA DA KB DB *ᵥ ccState (amplitude KA DA) (amplitude KB DB) 0 =
      (energy KA DA + energy KB DB) • ccState (amplitude KA DA) (amplitude KB DB) 0 := by
  obtain ⟨-, a1, a2⟩ := fragment_ground DA hA
  obtain ⟨-, b1, b2⟩ := fragment_ground DB hB
  obtain ⟨c00, c01, c10, c11⟩ := ccState_coeffs (amplitude KA DA) (amplitude KB DB) 0
  obtain ⟨h00, h01, h10, h11⟩ :=
    dimer_coeffs KA DA KB DB (ccState (amplitude KA DA) (amplitude KB DB) 0)
  apply state_ext <;>
    simp only [Pi.smul_apply, smul_eq_mul, h00, h01, h10, h11, c00, c01, c10, c11]
  · linear_combination a1 + b1
  · linear_combination b2 + amplitude KB DB * a1
  · linear_combination a2 + amplitude KA DA * b1
  · linear_combination amplitude KB DB * a2 + amplitude KA DA * b2

/-- Every eigenstate at the sum of the fragment energies is a multiple of the exponential ansatz
without connected quadruple. -/
theorem ground_eq {KA KB : ℝ} (DA DB : ℝ) (hA : KA ≠ 0) (hB : KB ≠ 0)
    {v : Fin 2 × Fin 2 → ℝ}
    (hv : dimer KA DA KB DB *ᵥ v = (energy KA DA + energy KB DB) • v) :
    v = v (0, 0) • ccState (amplitude KA DA) (amplitude KB DB) 0 := by
  obtain ⟨an, a1, -⟩ := fragment_ground DA hA
  obtain ⟨bn, b1, -⟩ := fragment_ground DB hB
  have hsum := excess_energy DA DB hA hB v
  rw [hv, dotProduct_smul, smul_eq_mul, sub_self] at hsum
  have nn : ∀ x e : ℝ, e < 0 → 0 ≤ x ^ 2 / (-e) := fun x e he =>
    div_nonneg (sq_nonneg x) (by linarith)
  have p1 := nn (energy KA DA * v (0, 0) - KA * v (1, 0)) _ an
  have p2 := nn (energy KA DA * v (0, 1) - KA * v (1, 1)) _ an
  have p3 := nn (energy KB DB * v (0, 0) - KB * v (0, 1)) _ bn
  have p4 := nn (energy KB DB * v (1, 0) - KB * v (1, 1)) _ bn
  -- a vanishing square fixes the ratio of two coefficients
  have ratio : ∀ K e t x y : ℝ, K ≠ 0 → e < 0 → K * t = e →
      (e * x - K * y) ^ 2 / (-e) = 0 → y = t * x := by
    intro K e t x y hK he ht h
    have h0 : e * x - K * y = 0 := by
      rcases div_eq_zero_iff.mp h with h | h
      · exact (pow_eq_zero_iff two_ne_zero).mp h
      · linarith
    apply mul_left_cancel₀ hK
    linear_combination -h0 - x * ht
  have r10 := ratio KA (energy KA DA) (amplitude KA DA) (v (0, 0)) (v (1, 0)) hA an a1
    (by linarith)
  have r11 := ratio KA (energy KA DA) (amplitude KA DA) (v (0, 1)) (v (1, 1)) hA an a1
    (by linarith)
  have r01 := ratio KB (energy KB DB) (amplitude KB DB) (v (0, 0)) (v (0, 1)) hB bn b1
    (by linarith)
  obtain ⟨c00, c01, c10, c11⟩ := ccState_coeffs (amplitude KA DA) (amplitude KB DB) 0
  apply state_ext <;> simp only [Pi.smul_apply, smul_eq_mul, c00, c01, c10, c11]
  · ring
  · linear_combination r01
  · linear_combination r10
  · linear_combination r11 + amplitude KA DA * r01

/-- The sum of the fragment energies is the least eigenvalue of the dimer, its eigenspace is
one-dimensional, and any vector in it with reference coefficient 1 has `c11 = c10 * c01` and is an
exponential ansatz with zero connected quadruple amplitude. -/
theorem connected_quadruple_vanishes {KA KB : ℝ} (DA DB : ℝ) (hA : KA ≠ 0) (hB : KB ≠ 0) :
    IsLeast {E : ℝ | ∃ v, v ≠ 0 ∧ dimer KA DA KB DB *ᵥ v = E • v}
      (energy KA DA + energy KB DB) ∧
    Module.finrank ℝ (Module.End.eigenspace (Matrix.toLin' (dimer KA DA KB DB))
      (energy KA DA + energy KB DB)) = 1 ∧
    ∀ v, dimer KA DA KB DB *ᵥ v = (energy KA DA + energy KB DB) • v → v (0, 0) = 1 →
      v (1, 1) = v (1, 0) * v (0, 1) ∧ v = ccState (v (1, 0)) (v (0, 1)) 0 := by
  obtain ⟨c00, c01, c10, c11⟩ := ccState_coeffs (amplitude KA DA) (amplitude KB DB) 0
  have hne : ccState (amplitude KA DA) (amplitude KB DB) 0 ≠ 0 := by
    intro h
    rw [h] at c00
    exact zero_ne_one c00
  have hcc := dimer_ccState DA DB hA hB
  refine ⟨⟨⟨_, hne, hcc⟩, ?_⟩, ?_, ?_⟩
  · -- the variational bound
    rintro E ⟨v, hv0, hv⟩
    have h := excess_energy DA DB hA hB v
    have an := (fragment_ground DA hA).1
    have bn := (fragment_ground DB hB).1
    have ha : 0 < -energy KA DA := by linarith
    have hb : 0 < -energy KB DB := by linarith
    have hnonneg : 0 ≤ v ⬝ᵥ (dimer KA DA KB DB *ᵥ v) -
        (energy KA DA + energy KB DB) * (v ⬝ᵥ v) := by
      rw [h]
      positivity
    rw [hv, dotProduct_smul, smul_eq_mul] at hnonneg
    have hvv : 0 < v ⬝ᵥ v := lt_of_le_of_ne
      (Finset.sum_nonneg fun i _ => mul_self_nonneg (v i))
      (fun h0 => hv0 (dotProduct_self_eq_zero.mp h0.symm))
    exact le_of_mul_le_mul_right (by linarith) hvv
  · -- the eigenspace is the line through the exponential ansatz
    have hspan : Module.End.eigenspace (Matrix.toLin' (dimer KA DA KB DB))
        (energy KA DA + energy KB DB) =
        Submodule.span ℝ {ccState (amplitude KA DA) (amplitude KB DB) 0} := by
      ext v
      rw [Module.End.mem_eigenspace_iff, Matrix.toLin'_apply, Submodule.mem_span_singleton]
      constructor
      · intro hv
        exact ⟨v (0, 0), (ground_eq DA DB hA hB hv).symm⟩
      · rintro ⟨c, rfl⟩
        rw [Matrix.mulVec_smul, hcc, smul_comm]
    rw [hspan]
    exact finrank_span_singleton hne
  · intro v hv h1
    have h := ground_eq DA DB hA hB hv
    rw [h1, one_smul] at h
    rw [h, c01, c10, c11]
    exact ⟨by ring, rfl⟩

/-- The exponential ansatz solves the eigenvalue equation at the sum of the fragment energies
exactly when its pair amplitudes are those of the fragments and its connected quadruple amplitude is
zero. -/
theorem ccState_ground_iff {KA KB : ℝ} (DA DB : ℝ) (hA : KA ≠ 0) (hB : KB ≠ 0) (a b q : ℝ) :
    dimer KA DA KB DB *ᵥ ccState a b q = (energy KA DA + energy KB DB) • ccState a b q ↔
      a = amplitude KA DA ∧ b = amplitude KB DB ∧ q = 0 := by
  constructor
  · intro hv
    obtain ⟨c00, c01, c10, c11⟩ := ccState_coeffs a b q
    obtain ⟨-, d01, d10, d11⟩ := ccState_coeffs (amplitude KA DA) (amplitude KB DB) 0
    have h := ground_eq DA DB hA hB hv
    rw [c00, one_smul] at h
    rw [h] at c01 c10 c11
    have ha : a = amplitude KA DA := c10.symm.trans d10
    have hb : b = amplitude KB DB := c01.symm.trans d01
    refine ⟨ha, hb, ?_⟩
    have hq := c11.symm.trans d11
    rw [ha, hb] at hq
    linarith
  · rintro ⟨rfl, rfl, rfl⟩
    exact dimer_ccState DA DB hA hB

/-- If a vector with reference coefficient 1 solves the eigenvalue equation at the sum of the
fragment energies, its coefficient of the configuration with both fragments excited is nonzero. -/
theorem quadruple_coefficient_ne_zero {KA KB : ℝ} (DA DB : ℝ) (hA : KA ≠ 0) (hB : KB ≠ 0)
    {v : Fin 2 × Fin 2 → ℝ}
    (hv : dimer KA DA KB DB *ᵥ v = (energy KA DA + energy KB DB) • v)
    (h1 : v (0, 0) = 1) : v (1, 1) ≠ 0 := by
  have h := ground_eq DA DB hA hB hv
  rw [h1, one_smul] at h
  rw [h, (ccState_coeffs _ _ _).2.2.2, zero_add]
  exact mul_ne_zero (div_ne_zero (fragment_ground DA hA).1.ne hA)
    (div_ne_zero (fragment_ground DB hB).1.ne hB)

end

end CoupledClusterFragments
```

```lean
#print axioms CoupledClusterFragments.connected_quadruple_vanishes
-- 'CoupledClusterFragments.connected_quadruple_vanishes' depends on axioms: [propext, Classical.choice, Quot.sound]
#print axioms CoupledClusterFragments.ccState_ground_iff
-- 'CoupledClusterFragments.ccState_ground_iff' depends on axioms: [propext, Classical.choice, Quot.sound]
#print axioms CoupledClusterFragments.quadruple_coefficient_ne_zero
-- 'CoupledClusterFragments.quadruple_coefficient_ne_zero' depends on axioms: [propext, Classical.choice, Quot.sound]
```

## The ground state and its cluster amplitudes

The matrix `dimer` is $H=h_A\otimes1+1\otimes h_B$, with no interaction between the fragments. The cluster operator is

$$T=a\,\tau\otimes1+b\,1\otimes\tau+q\,\tau\otimes\tau,$$

where $\tau$ (`excite`) takes a fragment's reference to its excited pair. The state `ccState a b q` is $e^T|00\rangle$, so $q$ is an independent parameter of the ansatz.

Let $E_X=D_X-\sqrt{D_X^2+K_X^2}$ (`energy`) and $t_X=E_X/K_X$ (`amplitude`). The theorem `connected_quadruple_vanishes` says three things:

- $E_A+E_B$ is the least real number that has a nonzero eigenvector of $H$ (`IsLeast`).
- Its eigenspace has dimension one (`Module.finrank`).
- Every vector of that eigenspace with $c_{00}=1$ satisfies $c_{11}=c_{10}c_{01}$ and equals `ccState` with $q=0$.

The hypotheses `hA` and `hB` say that each reference mixes with its excited pair. The $D_X$ may have either sign. The model leaves out single excitations, further orbitals and any coupling between the fragments.

## One fragment and the exponential

The characteristic equation of $h_X$ is $E^2=2D_XE+K_X^2$, and $E_X$ is its lower root, negative because $K_X\ne0$. For the vector $(1,t_X)$ the first row gives $K_Xt_X=E_X$. The second row, $K_X+2D_Xt_X=E_Xt_X$, becomes the characteristic equation when multiplied by $K_X$. This is `fragment_ground`.

Since $\tau^2=0$, we have $T^2=2ab\,\tau\otimes\tau$ and $T^3=0$. Hence $e^T=1+T+T^2/2$, and

$$c_{00}=1,\quad c_{01}=b,\quad c_{10}=a,\quad c_{11}=q+ab.$$

In `ccState_coeffs`, the powers are checked entry by entry, and `IsNilpotent.exp_eq_sum` then cuts off the series.

For $a=t_A$, $b=t_B$, $q=0$ this state is $(1,t_A)\otimes(1,t_B)$. Each fragment Hamiltonian acts on its own factor, so the eigenvalue is $E_A+E_B$. The lemma `dimer_ccState` checks this row by row, using `dimer_coeffs`.

## Four squares fix the ground state

For one fragment and real $x,y$,

$$2K_Xxy+2D_Xy^2-E_X(x^2+y^2)=\frac{(E_Xx-K_Xy)^2}{-E_X}.$$

To see this, multiply by $-E_X$ and use $E_X^2-2D_XE_X=K_X^2$. This is `key` inside `excess_energy`. Applying it to $A$ for each state of $B$, and to $B$ for each state of $A$, gives

$$v^{\mathsf T}Hv-(E_A+E_B)v^{\mathsf T}v=\sum_j\frac{(E_Ac_{0j}-K_Ac_{1j})^2}{-E_A}+\sum_i\frac{(E_Bc_{i0}-K_Bc_{i1})^2}{-E_B}.$$

The right side is non-negative. If $Hv=Ev$ with $v\ne0$, then $(E-E_A-E_B)\,v^{\mathsf T}v\ge0$, so $E\ge E_A+E_B$.

If $E=E_A+E_B$, the left side is zero and every square vanishes. Then $c_{1j}=t_Ac_{0j}$ and $c_{i1}=t_Bc_{i0}$, so

$$c_{10}=t_Ac_{00},\quad c_{01}=t_Bc_{00},\quad c_{11}=t_At_Bc_{00}.$$

This is `ground_eq`, where `ratio` turns each vanishing square into a ratio of coefficients. The eigenspace is therefore a line, and $c_{00}=1$ gives $c_{11}=c_{10}c_{01}$. After normalisation all coefficients are divided by $\sqrt{(1+t_A^2)(1+t_B^2)}$, and the relation reads $c_{00}c_{11}=c_{10}c_{01}$.

Comparing coefficients gives `ccState_ground_iff`: the ansatz solves the eigenvalue equation at $E_A+E_B$ exactly when $a=t_A$, $b=t_B$ and $q=0$. Nevertheless $c_{11}=t_At_B\neq0$, by `quadruple_coefficient_ne_zero`.

## Amplitude equations and truncation

Coupled-cluster amplitudes are usually determined from projected equations, here $\langle\mu|e^{-T}He^T|00\rangle=0$ for the three excited configurations $\mu$. Excited product states solve these too, so the equations alone do not select the ground state. The theorems above use the eigenvalue equation at $E_A+E_B$ instead.

A program that extracts cluster amplitudes from a configuration-interaction vector divides by the reference coefficient and subtracts products of lower amplitudes. Here that step is $q=c_{11}/c_{00}-c_{10}c_{01}/c_{00}^2$, which is zero in the ground state. For these two non-interacting two-level fragments, coupled cluster with pair excitations alone can thus represent the exact ground state, while configuration interaction truncated at double excitations omits the nonzero $c_{11}$.
